# Rayleigh monotonicity: with voltage probes on all other leads, raising the nonnegative transmissions of a symmetric network never lowers the source current at fixed bias

A phase-coherent conductor is attached to several leads. One lead is held at voltage 1 and another at voltage 0, and the rest are voltage probes, which float to whatever voltage makes their net current vanish. Suppose that some of the transmissions between leads are now raised and none is lowered. The probes readjust, and the voltage difference between some pairs of leads may shrink. Can the current drawn from the source fall?

It cannot, provided that the transmissions are nonnegative and symmetric. The argument compares dissipated powers.

## Currents, power and bias

The leads are the elements of a finite type `ι`.

```lean
import Mathlib

open Finset

namespace RayleighMonotonicity

noncomputable section

variable {ι : Type*} [Fintype ι]
```

Let $T_{pq}$ be the transmission from lead $q$ to lead $p$, summed over channels, and $V_p$ the voltage of lead $p$. In linear response at zero temperature, with the conductance quantum set to 1, the current entering at lead $p$ is
$$I_p=\sum_q T_{pq}(V_p-V_q).$$
In Lean, `T` is any real-valued function of two leads. Unitarity and the bound set by the number of channels are not imposed. The diagonal entries drop out of the current and are to be set to zero, not to the reflection at each lead. The theorems below compare all entries of two networks, and at a fixed number of channels the reflection at a lead falls when its total transmission to the other leads rises.

```lean
/-- The current `I_p = ∑ T_pq (V_p - V_q)` entering the network at lead `p`. -/
def current (T : ι → ι → ℝ) (V : ι → ℝ) (p : ι) : ℝ :=
  ∑ q, T p q * (V p - V q)
```

The dissipated power is
$$P_T(V)=\tfrac12\sum_{p,q}T_{pq}(V_p-V_q)^2,$$
where the half compensates for counting each pair twice.

```lean
/-- The dissipated power: the sum of `T_pq (V_p - V_q)²` over ordered pairs of leads, halved. -/
def dissipation (T : ι → ι → ℝ) (V : ι → ℝ) : ℝ :=
  (∑ p, ∑ q, T p q * (V p - V q) ^ 2) / 2
```

The bias conditions are $V_a=1$ at the source $a$, $V_b=0$ at the drain $b$, and $I_p=0$ at every other lead. The predicate `IsBiased` collects them in its fields `source`, `drain` and `probe`. The first two force $a\neq b$.

```lean
/-- Unit bias between the leads `a` and `b`: voltage 1 on `a`, voltage 0 on `b`, and
zero current at every other lead. -/
structure IsBiased (T : ι → ι → ℝ) (a b : ι) (V : ι → ℝ) : Prop where
  source : V a = 1
  drain : V b = 0
  probe : ∀ p, p ≠ a → p ≠ b → current T V p = 0
```

## The source current is the dissipated power

Let $W$ be a second set of voltages. Exchanging the names $p$ and $q$ and using $T_{pq}=T_{qp}$ gives
$$\sum_p W_pI_p=\sum_{p,q}T_{pq}W_p(V_p-V_q)=-\sum_{p,q}T_{pq}W_q(V_p-V_q).$$
The average of the two double sums is
$$\sum_p W_pI_p=\tfrac12\sum_{p,q}T_{pq}(W_p-W_q)(V_p-V_q).$$
The symmetry of $T$ stands for time-reversal invariance, as in a conductor without magnetic field or magnetisation. In the proof, `hswap` is the exchange of names and `hsplit` writes the symmetric double sum as the sum of the two forms.

```lean
/-- For symmetric transmissions, the currents of `V` weighted with voltages `W` sum to
half the double sum of `T_pq (W_p - W_q) (V_p - V_q)`. -/
theorem sum_mul_current {T : ι → ι → ℝ} (hT : ∀ p q, T p q = T q p) (W V : ι → ℝ) :
    ∑ p, W p * current T V p
      = (∑ p, ∑ q, T p q * (W p - W q) * (V p - V q)) / 2 := by
  -- exchange the names of the two leads
  have hswap : ∑ p, ∑ q, W p * (T p q * (V p - V q))
      = ∑ p, ∑ q, W q * (T q p * (V q - V p)) := Finset.sum_comm
  have hsplit : ∑ p, ∑ q, T p q * (W p - W q) * (V p - V q)
      = ∑ p, ∑ q, W p * (T p q * (V p - V q))
        + ∑ p, ∑ q, W q * (T q p * (V q - V p)) := by
    rw [← Finset.sum_add_distrib]
    refine Finset.sum_congr rfl fun p _ => ?_
    rw [← Finset.sum_add_distrib]
    refine Finset.sum_congr rfl fun q _ => ?_
    rw [hT q p]
    ring
  simp only [current, Finset.mul_sum]
  linarith
```

The proof turns on `Finset.sum_comm`, which says that two finite sums may be taken in either order: $\sum_p\sum_q f(p,q)=\sum_q\sum_p f(p,q)$. Both indices here run over the same leads, and the names of bound variables carry no meaning, so the right-hand side can equally be written $\sum_p\sum_q f(q,p)$. The reordering lemma thus serves as the relabelling step, and it proves `hswap` by itself. Symmetry enters only afterwards, through `rw [hT q p]`.

Now let $V$ be biased, and let $W_a=1$ and $W_b=0$. In $\sum_p W_pI_p$ the source contributes $I_a$, the drain contributes nothing because $W_b=0$, and each probe contributes nothing because $I_p=0$. Hence $\sum_p W_pI_p=I_a$. `Finset.sum_eq_single a` reduces the sum to its source term and leaves these cases to be checked.

```lean
/-- Under unit bias, weighting the currents with any voltages that are 1 on the source and
0 on the drain gives the source current. -/
theorem sum_mul_current_of_biased {T : ι → ι → ℝ} {a b : ι} {V W : ι → ℝ}
    (hV : IsBiased T a b V) (ha : W a = 1) (hb : W b = 0) :
    ∑ p, W p * current T V p = current T V a := by
  rw [Finset.sum_eq_single a, ha, one_mul]
  · intro p _ hpa
    by_cases hpb : p = b
    · rw [hpb, hb, zero_mul]
    · rw [hV.probe p hpa hpb, mul_zero]
  · intro h
    exact absurd (Finset.mem_univ a) h
```

The choice $W=V$ in both identities gives $I_a=P_T(V)$.

```lean
/-- For symmetric transmissions, the source current under unit bias equals the dissipated power. -/
theorem current_eq_dissipation {T : ι → ι → ℝ} (hT : ∀ p q, T p q = T q p)
    {a b : ι} {V : ι → ℝ} (hV : IsBiased T a b V) :
    current T V a = dissipation T V := by
  rw [← sum_mul_current_of_biased hV hV.source hV.drain, sum_mul_current hT]
  simp only [dissipation, pow_two, mul_assoc]
```

## Probe voltages minimise the power

For trial voltages $W$ with $W_a=1$ and $W_b=0$, expanding the square gives
$$P_T(W-V)=P_T(W)-\sum_{p,q}T_{pq}(W_p-W_q)(V_p-V_q)+P_T(V).$$
The double sum in the middle equals $2\sum_pW_pI_p=2I_a=2P_T(V)$, and therefore
$$P_T(W)=P_T(V)+P_T(W-V).$$
The cross term is `hcross`, and the expansion is `hsq`.

```lean
/-- For symmetric transmissions, trial voltages with the correct source and drain values dissipate
the power of the biased voltages plus the power of the deviation from them. -/
theorem dissipation_trial {T : ι → ι → ℝ} (hT : ∀ p q, T p q = T q p)
    {a b : ι} {V W : ι → ℝ} (hV : IsBiased T a b V) (ha : W a = 1) (hb : W b = 0) :
    dissipation T W = dissipation T V + dissipation T (fun p => W p - V p) := by
  have hcross := sum_mul_current hT W V
  rw [sum_mul_current_of_biased hV ha hb, current_eq_dissipation hT hV] at hcross
  -- expand the square of the deviation
  have hsq : ∑ p, ∑ q, T p q * ((W p - V p) - (W q - V q)) ^ 2
      = ∑ p, ∑ q, T p q * (W p - W q) ^ 2
        - 2 * ∑ p, ∑ q, T p q * (W p - W q) * (V p - V q)
        + ∑ p, ∑ q, T p q * (V p - V q) ^ 2 := by
    simp only [Finset.mul_sum, ← Finset.sum_sub_distrib, ← Finset.sum_add_distrib]
    refine Finset.sum_congr rfl fun p _ => Finset.sum_congr rfl fun q _ => ?_
    ring
  unfold dissipation at *
  linarith
```

If $T_{pq}\ge0$, then $P_T(W-V)\ge0$, and so $P_T(V)\le P_T(W)$.

```lean
/-- For symmetric nonnegative transmissions, among all voltages that are 1 on the source and 0 on
the drain, those with zero current at the other leads dissipate the least power. -/
theorem dissipation_minimal {T : ι → ι → ℝ} (hT : ∀ p q, T p q = T q p)
    (h0 : ∀ p q, 0 ≤ T p q) {a b : ι} {V W : ι → ℝ}
    (hV : IsBiased T a b V) (ha : W a = 1) (hb : W b = 0) :
    dissipation T V ≤ dissipation T W := by
  rw [dissipation_trial hT hV ha hb]
  have h : 0 ≤ dissipation T (fun p => W p - V p) :=
    div_nonneg (Finset.sum_nonneg fun p _ => Finset.sum_nonneg fun q _ =>
      mul_nonneg (h0 p q) (sq_nonneg _)) (by norm_num)
  linarith
```

## Comparing the two networks

At fixed voltages, $T_{pq}\le T'_{pq}$ implies $P_T(V)\le P_{T'}(V)$ term by term, since each transmission multiplies a square.

```lean
/-- At fixed voltages, larger transmissions dissipate at least as much power. -/
theorem dissipation_mono {T T' : ι → ι → ℝ} (hle : ∀ p q, T p q ≤ T' p q) (V : ι → ℝ) :
    dissipation T V ≤ dissipation T' V := by
  have h : ∑ p, ∑ q, T p q * (V p - V q) ^ 2 ≤ ∑ p, ∑ q, T' p q * (V p - V q) ^ 2 :=
    Finset.sum_le_sum fun p _ => Finset.sum_le_sum fun q _ =>
      mul_le_mul_of_nonneg_right (hle p q) (sq_nonneg _)
  unfold dissipation
  linarith
```

Let $V$ be biased for $T$ and $V'$ for $T'$. Since $V'$ has the correct source and drain values, it is a valid trial for the original network:
$$I_a=P_T(V)\le P_T(V')\le P_{T'}(V')=I'_a.$$
The last line of the proof joins the two inequalities with `.trans`.

```lean
/-- **Rayleigh monotonicity**: with symmetry before and after, raising the nonnegative transmissions
of a multi-terminal network never lowers the source current at unit bias. -/
theorem rayleigh_monotonicity {T T' : ι → ι → ℝ} (hT : ∀ p q, T p q = T q p)
    (hT' : ∀ p q, T' p q = T' q p) (h0 : ∀ p q, 0 ≤ T p q) (hle : ∀ p q, T p q ≤ T' p q)
    {a b : ι} {V V' : ι → ℝ} (hV : IsBiased T a b V) (hV' : IsBiased T' a b V') :
    current T V a ≤ current T' V' a := by
  rw [current_eq_dissipation hT hV, current_eq_dissipation hT' hV']
  exact (dissipation_minimal hT h0 hV hV'.source hV'.drain).trans (dissipation_mono hle V')
```

With only two leads there is no probe, the current is $I_a=T_{ab}$, and the theorem reduces to $T_{ab}\le T'_{ab}$.

## When the current stays the same

If $I_a=I'_a$, both inequalities in the chain are equalities, and
$$\sum_{p,q}(T'_{pq}-T_{pq})(V'_p-V'_q)^2=0.$$
A vanishing sum of nonnegative terms has only zero terms, so for each pair either $T_{pq}=T'_{pq}$ or $V'_p=V'_q$. Applying `Finset.sum_eq_zero_iff_of_nonneg` once to each sum extracts the single term.

Conversely, if each pair satisfies one of these conditions, then $T_{pq}(V'_p-V'_q)=T'_{pq}(V'_p-V'_q)$ throughout. The voltages $V'$ then drive the same currents through both networks and are biased for $T$ as well. Both $V$ and $V'$ minimise $P_T$, so their powers, and hence their source currents, agree.

```lean
/-- If nonnegative transmissions are raised, with symmetry before and after, the source current at
unit bias stays the same exactly when each pair of leads has an unchanged transmission or equal
voltages in the network with the raised transmissions. -/
theorem rayleigh_equality_iff {T T' : ι → ι → ℝ} (hT : ∀ p q, T p q = T q p)
    (hT' : ∀ p q, T' p q = T' q p) (h0 : ∀ p q, 0 ≤ T p q) (hle : ∀ p q, T p q ≤ T' p q)
    {a b : ι} {V V' : ι → ℝ} (hV : IsBiased T a b V) (hV' : IsBiased T' a b V') :
    current T V a = current T' V' a ↔ ∀ p q, T p q = T' p q ∨ V' p = V' q := by
  constructor
  · intro h p q
    rw [current_eq_dissipation hT hV, current_eq_dissipation hT' hV'] at h
    have h1 := dissipation_minimal hT h0 hV hV'.source hV'.drain
    have h2 := dissipation_mono hle V'
    have heq : dissipation T V' = dissipation T' V' := by linarith
    -- the extra dissipation is a vanishing sum of nonnegative terms
    have hz : ∑ p, ∑ q, (T' p q - T p q) * (V' p - V' q) ^ 2 = 0 := by
      simp only [sub_mul, Finset.sum_sub_distrib]
      unfold dissipation at heq
      linarith
    have hn : ∀ p q, 0 ≤ (T' p q - T p q) * (V' p - V' q) ^ 2 := fun p q =>
      mul_nonneg (sub_nonneg.2 (hle p q)) (sq_nonneg _)
    have hp := (Finset.sum_eq_zero_iff_of_nonneg
      (fun p _ => Finset.sum_nonneg fun q _ => hn p q)).1 hz p (Finset.mem_univ p)
    have hq := (Finset.sum_eq_zero_iff_of_nonneg
      (fun q _ => hn p q)).1 hp q (Finset.mem_univ q)
    rcases mul_eq_zero.1 hq with h | h
    · left
      linarith
    · right
      exact sub_eq_zero.1 ((pow_eq_zero_iff two_ne_zero).1 h)
  · intro h
    -- the voltages `V'` drive the same currents through both networks
    have hc : ∀ p, current T V' p = current T' V' p := by
      intro p
      refine Finset.sum_congr rfl fun q _ => ?_
      rcases h p q with h | h
      · rw [h]
      · rw [h, sub_self, mul_zero, mul_zero]
    have hB : IsBiased T a b V' :=
      ⟨hV'.source, hV'.drain, fun p ha hb => (hc p).trans (hV'.probe p ha hb)⟩
    rw [← hc a, current_eq_dissipation hT hV, current_eq_dissipation hT hB]
    exact le_antisymm (dissipation_minimal hT h0 hV hB.source hB.drain)
      (dissipation_minimal hT h0 hB hV.source hV.drain)
```

## One probe between source and drain

Take lead 0 as source, lead 1 as drain and lead 2 as probe. Zero probe current means $T_{20}(V_2-1)+T_{21}V_2=0$. If $T_{20}+T_{21}\ne0$, then
$$V_2=\frac{T_{20}}{T_{20}+T_{21}},\qquad I_0=T_{01}+\frac{T_{02}T_{21}}{T_{20}+T_{21}}.$$
For symmetric $T$ this is the direct transmission plus the series combination through the probe. The theorem itself needs neither symmetry nor positivity. It shows that `IsBiased` holds for exactly one voltage vector, written `![1, 0, T 2 0 / (T 2 0 + T 2 1)]`, and evaluates the current there.

```lean
/-- Three terminals with lead 2 as voltage probe, coupled so that `T_20 + T_21 ≠ 0`: the
biased voltages are unique and explicit, and so is the source current. -/
theorem three_terminal (T : Fin 3 → Fin 3 → ℝ) (hs : T 2 0 + T 2 1 ≠ 0) :
    (∀ V, IsBiased T 0 1 V ↔ V = ![1, 0, T 2 0 / (T 2 0 + T 2 1)]) ∧
    current T ![1, 0, T 2 0 / (T 2 0 + T 2 1)] 0
      = T 0 1 + T 0 2 * T 2 1 / (T 2 0 + T 2 1) := by
  have hx : T 2 0 / (T 2 0 + T 2 1) * (T 2 0 + T 2 1) = T 2 0 := div_mul_cancel₀ _ hs
  refine ⟨fun V => ⟨fun h => ?_, fun h => ?_⟩, ?_⟩
  · have hp := h.probe 2 (by decide) (by decide)
    simp only [current, Fin.sum_univ_three, h.source, h.drain] at hp
    have h2 : V 2 = T 2 0 / (T 2 0 + T 2 1) := by
      rw [eq_div_iff hs]
      linear_combination hp
    funext p
    fin_cases p
    · exact h.source
    · exact h.drain
    · exact h2
  · subst h
    refine ⟨rfl, rfl, fun p ha hb => ?_⟩
    fin_cases p
    · exact absurd rfl ha
    · exact absurd rfl hb
    · unfold current
      rw [Fin.sum_univ_three]
      show T 2 0 * (T 2 0 / (T 2 0 + T 2 1) - 1) + T 2 1 * (T 2 0 / (T 2 0 + T 2 1) - 0)
        + T 2 2 * (T 2 0 / (T 2 0 + T 2 1) - T 2 0 / (T 2 0 + T 2 1)) = 0
      linear_combination hx
  · have h1 : 1 - T 2 0 / (T 2 0 + T 2 1) = T 2 1 / (T 2 0 + T 2 1) := by
      rw [eq_div_iff hs]
      linear_combination -hx
    unfold current
    rw [Fin.sum_univ_three]
    show T 0 0 * (1 - 1) + T 0 1 * (1 - 0) + T 0 2 * (1 - T 2 0 / (T 2 0 + T 2 1)) = _
    rw [h1]
    ring

end

end RayleighMonotonicity
```

If $T_{21}=0$ and $T_{20}\neq0$, the probe floats to the source voltage and $I_0=T_{01}$. Raising a symmetric $T_{02}=T_{20}$ further then changes nothing, in accordance with the equality criterion.

For larger networks, the monotonicity theorem takes the biased voltages as given and does not construct them. In simulations that model dephasing by voltage probes, it provides a consistency check on the source current, restricted to linear response with symmetric transmissions that all change in the same direction. Attaching a probe to a real coherent conductor can lower some direct transmissions while it opens new paths, and the comparison then does not apply.

```lean
#print axioms RayleighMonotonicity.rayleigh_monotonicity
#print axioms RayleighMonotonicity.rayleigh_equality_iff
#print axioms RayleighMonotonicity.three_terminal
```

```
'RayleighMonotonicity.rayleigh_monotonicity' depends on axioms: [propext, Classical.choice, Quot.sound]
'RayleighMonotonicity.rayleigh_equality_iff' depends on axioms: [propext, Classical.choice, Quot.sound]
'RayleighMonotonicity.three_terminal' depends on axioms: [propext, Classical.choice, Quot.sound]
```
